# From Gd³⁺ to Yb³⁺ the Hund-rule de Gennes factor falls steadily, while the squared moment peaks at Dy³⁺

## Why doesn't the ion with the largest moment have the largest exchange factor?

For the Hund ground states of the trivalent heavy lanthanides, the de Gennes factor $(g-1)^2J(J+1)$ is largest at gadolinium and falls with every added 4f electron. The squared effective moment $g^2J(J+1)$ instead rises up to dysprosium and only then falls. The two expressions differ only by a $1$ subtracted from $g$, and I had expected the ion with the biggest moment to couple most strongly through the conduction electrons. What separates the two trends? Dysprosium also beats holmium by very little, $340/3$ against $225/2$. Is that an accident of the numbers for the f shell?

## The ratio $(k+2)^2$ and a near tie with holmium

It is not an accident. Take a shell of orbital quantum number $l$ with $2l+1$ up electrons and $k$ down electrons, $0\le k\le 2l$, in its Hund ground state. The de Gennes factor is $S^2+S/(k+1)$ and strictly decreases with $k$. The squared moment is $(k+2)^2$ times as large, and for $l\ge1$ it has its unique maximum at $k=l-1$. For $l=3$ that is $k=2$, dysprosium.

The physical difference lies in what each probe sees. A magnetic field couples to $\mathbf L+2\mathbf S$, which within a level of fixed $J$ acts as $g\mathbf J$. The exchange interaction behind RKKY coupling, in its standard isotropic form, involves only the spin of the 4f shell, and $\mathbf S=(\mathbf L+2\mathbf S)-(\mathbf L+\mathbf S)$ acts as $(g-1)\mathbf J$. Added down electrons reduce the spin but at first build up orbital momentum. The field couples to that orbital momentum directly, while in the exchange it enters only through the projection of $\mathbf S$ onto $\mathbf J$.

### The quantum numbers from the filling

The spin is half the excess of up over down electrons,
$$S=\frac{2l+1-k}{2}.$$
The filled up half contributes no orbital momentum. The down electrons occupy the orbitals with magnetic quantum numbers $l,l-1,\dots$, so
$$L=\sum_{i=0}^{k-1}(l-i)=kl-\frac{k(k-1)}2=\frac{k(2l+1-k)}2=kS.$$
Hund's third rule for a shell at least half full gives $J=L+S=(k+1)S$.

In the Landé formula,
$$g-1=\frac{J(J+1)+S(S+1)-L(L+1)}{2J(J+1)},$$
the numerator becomes
$$S^2\left[(k+1)^2+1-k^2\right]+S\left[(k+1)+1-k\right]=2(k+1)S^2+2S=2S(J+1).$$
The denominator is $2(k+1)S(J+1)$, hence $g=1+1/(k+1)$.

### The de Gennes factor

Inserting $g-1$ and $J$ gives
$$(g-1)^2J(J+1)=\frac{(k+1)S\left[(k+1)S+1\right]}{(k+1)^2}=S^2+\frac{S}{k+1}.$$
Each added electron lowers $S$ by $1/2$, and $S$ stays positive up to $k=2l$. So $S^2$ falls, and $S/(k+1)$ falls as well because its denominator grows.

### The squared moment

Since $g=(k+2)/(k+1)=(k+2)(g-1)$, the squared moment is
$$g^2J(J+1)=(k+2)^2\left(S^2+\frac S{k+1}\right).$$
Put $A=(k+2)(2l+1-k)$, which equals $2(k+2)S=2gJ$. Then
$$4g^2J(J+1)=A^2+2A+\frac{2A}{k+1}.$$
Let $B=(l+1)(l+2)$ be the value of $A$ at $k=l-1$. Expanding gives
$$B-A=(k-l+1)(k-l).$$
For integer $k$ this is never negative, and it vanishes at both $k=l-1$ and $k=l$. This is the near tie you noticed: dysprosium and holmium have the same $gJ=10$, and only the term $2A/(k+1)$ separates them.

Now compare any other $k$ with $k=l-1$.

- If $k<l-1$, then $B-A\ge2$. Also $2A/(k+1)\le2A$, so four times the squared moment is at most $A^2+4A<(A+2)^2\le B^2$, which is already below the value at $k=l-1$.
- If $k\ge l$, then $A\le B$ and $k+1>l$, so $A/(k+1)<B/l$. The first two terms are no larger than at $k=l-1$ and the last is strictly smaller.

For $l=3$ the formulas give:

| $k$ | ion | $S$ | $J$ | $g$ | $(g-1)^2J(J+1)$ | $g^2J(J+1)$ |
|---|---|---|---|---|---|---|
| 0 | Gd³⁺ | 7/2 | 7/2 | 2 | 63/4 | 63 |
| 1 | Tb³⁺ | 3 | 6 | 3/2 | 21/2 | 189/2 |
| 2 | Dy³⁺ | 5/2 | 15/2 | 4/3 | 85/12 | 340/3 |
| 3 | Ho³⁺ | 2 | 8 | 5/4 | 9/2 | 225/2 |
| 4 | Er³⁺ | 3/2 | 15/2 | 6/5 | 51/20 | 459/5 |
| 5 | Tm³⁺ | 1 | 6 | 7/6 | 7/6 | 343/6 |
| 6 | Yb³⁺ | 1/2 | 7/2 | 8/7 | 9/28 | 144/7 |

The smallest shell with a moment maximum of this kind is the p shell, $l=1$. There the squared moments for $k=0,1,2$ are $15$, $27/2$ and $20/3$, so the maximum $k=l-1=0$ sits at half filling, together with that of the de Gennes factor. The two maxima separate only from $l=2$ on.

### The same argument in Lean

```lean
import Mathlib

open Finset

namespace HeavyLanthanideMoments

/-- Total spin of a shell with `2l+1` up electrons and `k` down electrons:
half the excess of up over down. -/
def hundS (l k : ℕ) : ℚ := (2 * l + 1 - k) / 2

/-- Total orbital quantum number when the `k` down electrons occupy the orbitals with
magnetic quantum numbers `l, l-1, ...` in turn; the filled up half contributes nothing. -/
def hundL (l k : ℕ) : ℚ := ∑ i ∈ range k, ((l : ℚ) - i)

/-- Total angular momentum `J = L + S`, Hund's third rule for a shell at least half full. -/
def hundJ (l k : ℕ) : ℚ := hundL l k + hundS l k

/-- The Landé g-factor (with spin g-factor 2) of a level with quantum numbers `S`, `L`, `J`,
for `J > 0`. -/
def landeG (S L J : ℚ) : ℚ :=
  1 + (J * (J + 1) + S * (S + 1) - L * (L + 1)) / (2 * (J * (J + 1)))

/-- The Landé g-factor of the Hund ground state with `k` down electrons, for `k < 2l+1`. -/
def hundG (l k : ℕ) : ℚ := landeG (hundS l k) (hundL l k) (hundJ l k)

/-- The de Gennes factor `(g-1)² J(J+1)` of the Hund ground state, for `k < 2l+1`. -/
def deGennes (l k : ℕ) : ℚ := (hundG l k - 1) ^ 2 * (hundJ l k * (hundJ l k + 1))

/-- The squared effective moment `g² J(J+1)` of the Hund ground state, in units of the
squared Bohr magneton, for `k < 2l+1`. -/
def momentSq (l k : ℕ) : ℚ := hundG l k ^ 2 * (hundJ l k * (hundJ l k + 1))

/-- The spin is positive as long as the shell is not full. -/
theorem hundS_pos (l k : ℕ) (h : k < 2 * l + 1) : 0 < hundS l k := by
  have h' : (k : ℚ) < 2 * l + 1 := by exact_mod_cast h
  unfold hundS
  linarith

/-- Summing the orbital projections of the `k` down electrons gives `L = k S`. -/
theorem hundL_eq (l k : ℕ) : hundL l k = k * hundS l k := by
  unfold hundL hundS
  induction k with
  | zero => simp
  | succ n ih =>
    rw [Finset.sum_range_succ, ih]
    push_cast
    ring

/-- The total angular momentum is `J = (k+1) S`. -/
theorem hundJ_eq (l k : ℕ) : hundJ l k = (k + 1) * hundS l k := by
  unfold hundJ
  rw [hundL_eq]
  ring

/-- In a shell that is not full, the Landé formula reduces to `g = 1 + 1/(k+1)`. -/
theorem hundG_eq (l k : ℕ) (h : k < 2 * l + 1) : hundG l k = 1 + 1 / ((k : ℚ) + 1) := by
  have hS := hundS_pos l k h
  unfold hundG landeG
  rw [hundJ_eq, hundL_eq]
  generalize hundS l k = s at hS ⊢
  rw [add_right_inj, div_eq_div_iff (by positivity) (by positivity)]
  ring

/-- In a shell that is not full, the de Gennes factor is `S² + S/(k+1)`. -/
theorem deGennes_eq (l k : ℕ) (h : k < 2 * l + 1) :
    deGennes l k = hundS l k ^ 2 + hundS l k / ((k : ℚ) + 1) := by
  have hu : ((k : ℚ) + 1)⁻¹ * (k + 1) = 1 := inv_mul_cancel₀ (by positivity)
  unfold deGennes
  rw [hundG_eq l k h, hundJ_eq]
  linear_combination (hundS l k ^ 2 * (((k : ℚ) + 1)⁻¹ * (k + 1) + 1)
    + hundS l k * ((k : ℚ) + 1)⁻¹) * hu

/-- From half filling up to one electron short of a full shell, the de Gennes factor strictly
decreases with each added electron. -/
theorem deGennes_strictAntiOn (l : ℕ) :
    StrictAntiOn (deGennes l) (Set.Iio (2 * l + 1)) := by
  intro a ha b hb hab
  have ha' : a < 2 * l + 1 := ha
  have hb' : b < 2 * l + 1 := hb
  have hSa := hundS_pos l a ha'
  have hSb := hundS_pos l b hb'
  have hq : (a : ℚ) < b := by exact_mod_cast hab
  have hS : hundS l b < hundS l a := by
    unfold hundS
    linarith
  rw [deGennes_eq l a ha', deGennes_eq l b hb']
  -- both the square of the spin and the correction S/(k+1) go down
  have h1 : hundS l b / ((b : ℚ) + 1) ≤ hundS l a / ((a : ℚ) + 1) := by
    rw [div_le_div_iff₀ (by positivity) (by positivity)]
    exact mul_le_mul hS.le (by linarith) (by positivity) hSa.le
  have h2 : hundS l b ^ 2 < hundS l a ^ 2 := by nlinarith
  linarith

/-- In a shell that is not full, the squared moment is `(k+2)²` times the de Gennes factor. -/
theorem momentSq_eq (l k : ℕ) (h : k < 2 * l + 1) :
    momentSq l k = ((k : ℚ) + 2) ^ 2 * deGennes l k := by
  have hu : ((k : ℚ) + 1)⁻¹ * (k + 1) = 1 := inv_mul_cancel₀ (by positivity)
  unfold momentSq deGennes
  rw [hundG_eq l k h]
  linear_combination (-(hundJ l k * (hundJ l k + 1)) *
    (1 + ((k : ℚ) + 1)⁻¹ + (k + 2) * ((k : ℚ) + 1)⁻¹)) * hu

/-- In a shell with `l = m+1`, among the fillings from half full to one electron short of full,
the squared moment has its unique maximum at `k = m = l-1` down electrons. -/
theorem momentSq_lt_max (m k : ℕ) (h : k < 2 * (m + 1) + 1) (hne : k ≠ m) :
    momentSq (m + 1) k < momentSq (m + 1) m := by
  -- the squared moment in terms of A = (j+2)(2l+1-j)
  have key : ∀ j : ℕ, j < 2 * (m + 1) + 1 → momentSq (m + 1) j =
      ((((j : ℚ) + 2) * (2 * m + 3 - j)) ^ 2 + 2 * (((j : ℚ) + 2) * (2 * m + 3 - j))
        + 2 * ((((j : ℚ) + 2) * (2 * m + 3 - j)) / ((j : ℚ) + 1))) / 4 := by
    intro j hj
    have hu : ((j : ℚ) + 1)⁻¹ * (j + 1) = 1 := inv_mul_cancel₀ (by positivity)
    rw [momentSq_eq _ j hj, deGennes_eq _ j hj]
    unfold hundS
    push_cast
    linear_combination (((j : ℚ) + 2) * (2 * m + 3 - j) / 2) * hu
  have hk0 : (0 : ℚ) ≤ k := Nat.cast_nonneg k
  have hm0 : (0 : ℚ) ≤ m := Nat.cast_nonneg m
  have hk : (k : ℚ) < 2 * (m + 1) + 1 := by exact_mod_cast h
  rw [key k h, key m (by omega)]
  obtain ⟨A, hA⟩ : ∃ A : ℚ, A = ((k : ℚ) + 2) * (2 * m + 3 - k) := ⟨_, rfl⟩
  obtain ⟨B, hB⟩ : ∃ B : ℚ, B = ((m : ℚ) + 2) * (2 * m + 3 - m) := ⟨_, rfl⟩
  rw [← hA, ← hB]
  have hApos : 0 < A := by
    rw [hA]
    exact mul_pos (by linarith) (by linarith)
  have hAB : B - A = ((k : ℚ) - m) * (k - m - 1) := by
    rw [hA, hB]
    ring
  rcases lt_or_gt_of_ne hne with hlt | hgt
  · -- fewer down electrons: A is smaller by at least 2
    have hq : (k : ℚ) + 1 ≤ m := by exact_mod_cast hlt
    have h2 : A + 2 ≤ B := by nlinarith
    have h3 : A / ((k : ℚ) + 1) ≤ A := div_le_self hApos.le (by linarith)
    have h4 : 0 < B / ((m : ℚ) + 1) := div_pos (by linarith) (by linarith)
    have h5 : A ^ 2 + 4 * A + 4 ≤ B ^ 2 := by nlinarith
    linarith
  · -- more down electrons: A is not larger, and the last term is strictly smaller
    have hq : (m : ℚ) + 1 ≤ k := by exact_mod_cast hgt
    have h2 : A ≤ B := by
      have := mul_nonneg (show (0 : ℚ) ≤ k - m by linarith)
        (show (0 : ℚ) ≤ k - m - 1 by linarith)
      linarith
    have h3 : A / ((k : ℚ) + 1) < B / ((m : ℚ) + 1) := by
      rw [div_lt_div_iff₀ (by linarith) (by linarith)]
      have h4 : A * ((m : ℚ) + 1) < A * (k + 1) :=
        mul_lt_mul_of_pos_left (by linarith) hApos
      have h5 : A * ((k : ℚ) + 1) ≤ B * (k + 1) :=
        mul_le_mul_of_nonneg_right h2 (by linarith)
      linarith
    have h6 : A ^ 2 ≤ B ^ 2 := by nlinarith
    linarith

/-- Heavy lanthanides, 4f shell with `k = 0, ..., 6` from gadolinium to ytterbium: the de Gennes
factor strictly decreases, while the squared moment is largest at `k = 2`, dysprosium, only. -/
theorem heavy_lanthanides :
    StrictAntiOn (deGennes 3) (Set.Iio 7) ∧
      ∀ k : ℕ, k < 7 → k ≠ 2 → momentSq 3 k < momentSq 3 2 :=
  ⟨deGennes_strictAntiOn 3, fun k hk hne => momentSq_lt_max 2 k (by omega) hne⟩

/-- The de Gennes factor of gadolinium is `63/4`, and the squared moment of dysprosium is
`340/3` squared Bohr magnetons. -/
theorem peak_values : deGennes 3 0 = 63 / 4 ∧ momentSq 3 2 = 340 / 3 := by
  constructor
  · rw [deGennes_eq 3 0 (by norm_num)]
    norm_num [hundS]
  · rw [momentSq_eq 3 2 (by norm_num), deGennes_eq 3 2 (by norm_num)]
    norm_num [hundS]

end HeavyLanthanideMoments
```

```lean
#print axioms HeavyLanthanideMoments.momentSq_eq
#print axioms HeavyLanthanideMoments.heavy_lanthanides
#print axioms HeavyLanthanideMoments.peak_values
```

```
'HeavyLanthanideMoments.momentSq_eq' depends on axioms: [propext, Classical.choice, Quot.sound]
'HeavyLanthanideMoments.heavy_lanthanides' depends on axioms: [propext, Classical.choice, Quot.sound]
'HeavyLanthanideMoments.peak_values' depends on axioms: [propext, Classical.choice, Quot.sound]
```

### What the definitions and theorems say

The arguments `l` and `k` are natural numbers: the orbital quantum number and the number of down electrons, where "up" means the majority direction. Here `k` is not a wave number. The quantum numbers $S$, $L$ and $J$, the g-factors, the de Gennes factors and the squared moments are rational numbers; there are no operators or wave functions.

`hundS`, `hundL` and `hundJ` are the $S$, $L$ and $J$ above. In `hundL` the index `i` runs over `range k`, from $0$ to $k-1$. Hund's rules enter through these definitions: all up orbitals filled first, the down electrons placed from the highest magnetic quantum number downwards, and $J=L+S$. They stand for the effects of electron repulsion and spin-orbit coupling, which are not derived here.

`landeG` is the full Landé formula with the spin g-factor set to exactly 2, and `hundG` evaluates it for the Hund state. `deGennes` is $(g-1)^2J(J+1)$. `momentSq` is $g^2J(J+1)$ in squared Bohr magnetons; it is the square of the effective moment found in a Curie law, not of the saturation moment $gJ$.

The condition `k < 2 * l + 1` keeps the shell from being full. In a full shell $J=0$, and the Landé formula has a zero denominator.

`deGennes_strictAntiOn` says that for every $l$, including $l=0$, the de Gennes factor is strictly decreasing on the fillings $0\le k\le2l$, the set written `Set.Iio (2 * l + 1)`. For $l=0$ this set holds only $k=0$, so there is nothing to compare.

`momentSq_lt_max` writes the orbital quantum number as `m + 1`, so that $l\ge1$ is built in and $l-1$ is simply `m`. This `m` is not a magnetic quantum number. The theorem says that every allowed $k\ne m$ has a strictly smaller squared moment than $k=m$, which makes the maximum unique.

`heavy_lanthanides` joins both statements for $l=3$ and $k=0,\dots,6$. `peak_values` gives the two largest values, $63/4$ for gadolinium and $340/3$ for dysprosium.

The step from these numbers to a material is to identify each 4f ion in the metal with an isolated trivalent ion in its Hund level. Crystal fields, admixture of other levels and a change of valence can all spoil that identification. Where it holds, the result bears on spin models of lanthanide metals and alloys: for free-ion moments, and with the local exchange constant, the arrangement of the ions and the conduction-electron response all held fixed, the de Gennes factor sets how the mean-field exchange scale changes from ion to ion, while the squared moment sets the Curie constant.

### From the orbital sum to the two cases

`hundS_pos` turns the bound on $k$ into $S>0$, which the later divisions and comparisons need. `hundL_eq` proves $L=kS$ by induction on the number of down electrons: `Finset.sum_range_succ` splits off the last orbital, and `ring` checks the remaining polynomial identity. This replaces the arithmetic series in the derivation. `hundJ_eq` adds $S$ to it.

`hundG_eq` inserts these results into the Landé formula. It replaces the spin by an arbitrary positive number `s`, removes the common $1$ from both sides and cross-multiplies with `div_eq_div_iff`. What remains is the cancellation of $2S(J+1)$ against $2(k+1)S(J+1)$, as an identity between polynomials.

`deGennes_eq` and `momentSq_eq` are the two closed forms. Both use `hu`, the relation $(k+1)^{-1}(k+1)=1$; `linear_combination` multiplies it by a suitable expression and thereby carries out the cancellations of $k+1$.

For the decrease, `deGennes_strictAntiOn` takes two fillings $a<b$ and first shows that the spin at $b$ is smaller. Then `h1` compares the terms $S/(k+1)$ and `h2` compares the squares. Only the second inequality needs to be strict for the sum to be strictly smaller.

In `momentSq_lt_max`, the statement `key` is the formula in terms of $A$, with `2 * m + 3` in the place of $2l+1$. The numbers `A` and `B` are then named, and `hAB` records $B-A=(k-m)(k-m-1)$, the factorisation above with $m=l-1$. The proof splits at $k<m$ and $k>m$:

- For $k<m$, `h2` is the gap $A+2\le B$ and `h3` bounds $A/(k+1)$ by $A$. The inequality `h5` is $(A+2)^2\le B^2$ written out.
- For $k>m$, `h2` is $A\le B$, and here `h3` is the strict comparison $A/(k+1)<B/(m+1)$. This is the case that contains holmium, where $A=B$ and the strict inequality comes from the denominators alone.

`heavy_lanthanides` then sets $l=3$ in the first theorem and $m=2$ in the second. `peak_values` evaluates the closed forms with `norm_num`.
